# For real symmetric h and real antisymmetric D, a real E is a BdG eigenvalue exactly when E² is an eigenvalue of (h + D)ᵀ(h + D)

When a real Bogoliubov-de Gennes (BdG) equation is written for the sum and the difference of the particle and hole amplitudes, one of the two can be eliminated by dividing by the energy E. This step breaks down at E = 0, just where the zero modes of a superconductor sit. Without any elimination, N single-particle states require a 2N × 2N matrix whose levels come in pairs ±E. For a real symmetric normal part h and a real antisymmetric pairing part D, the problem reduces to an N × N matrix, and the reduction holds at E = 0 too. For finite, quadratic mean-field models of this kind, the quasiparticle energies can therefore be found from h + D alone.

## The matrix and its chiral symmetry

The single-particle states, with spin included in the label where there is spin, are labelled by a finite type `n`; `m` is a second finite type, used to define eigenvalues for matrices of any size.

```lean
import Mathlib

open Matrix

namespace BdGChiralReduction

variable {n m : Type*} [Fintype n] [DecidableEq n] [Fintype m]
```

The normal part h holds hoppings and on-site energies, measured from the chemical potential, and D holds the pairing amplitudes. With particle amplitudes u first and hole amplitudes v second, the BdG matrix is

H = [[h, D], [−D, −h]].

Real symmetric h describes a Hermitian normal part with real matrix elements. Antisymmetry of D expresses Fermi statistics. Both parts are given, with no self-consistency condition on the pairing. The definition itself accepts any real h and D; the symmetries enter later as hypotheses. In Lean, `n ⊕ n` labels the two blocks.

```lean
/-- The real Bogoliubov-de Gennes matrix with normal part `h` and pairing part `D`. -/
def bdg (h D : Matrix n n ℝ) : Matrix (n ⊕ n) (n ⊕ n) ℝ :=
  fromBlocks h D (-D) (-h)
```

The block swap S exchanges the amplitudes: S(u, v) = (v, u).

```lean
/-- The block swap, which exchanges particle and hole amplitudes. -/
def blockSwap (n : Type*) [DecidableEq n] : Matrix (n ⊕ n) (n ⊕ n) ℝ :=
  fromBlocks 0 1 1 0
```

An eigenvalue is a real number E with a nonzero real vector x such that Ax = Ex. For symmetric h and antisymmetric D, H is itself real symmetric, so real numbers and real vectors suffice for its whole spectrum. The definition records whether E occurs, not its multiplicity.

```lean
/-- The real number `E` is an eigenvalue of `A`: some nonzero real vector `x` has `A x = E x`. -/
def IsEigenvalue (A : Matrix m m ℝ) (E : ℝ) : Prop :=
  ∃ x : m → ℝ, x ≠ 0 ∧ A *ᵥ x = E • x
```

Block multiplication gives

HS = [[D, h], [−h, −D]],  SH = [[−D, −h], [h, D]],

so HS = −SH. This is the chiral symmetry of class BDI, and it needs no symmetry of h or D. The Lean proof multiplies out the blocks in the same way.

```lean
/-- Chiral symmetry: the BdG matrix anticommutes with the block swap. -/
theorem bdg_anticommutes (h D : Matrix n n ℝ) :
    bdg h D * blockSwap n = -(blockSwap n * bdg h D) := by
  simp [bdg, blockSwap, fromBlocks_multiply, fromBlocks_neg]
```

If Hx = Ex, then

H(Sx) = −S(Hx) = −E(Sx).

The swap only permutes components, so a nonzero x gives a nonzero partner at −E. The Lean statement concerns the equation alone; its rewrites are the equalities above.

```lean
/-- The block swap sends a solution of the BdG equation at energy `E` to a solution at `-E`. -/
theorem chiral_partner (h D : Matrix n n ℝ) (E : ℝ) (x : n ⊕ n → ℝ)
    (hx : bdg h D *ᵥ x = E • x) :
    bdg h D *ᵥ (blockSwap n *ᵥ x) = (-E) • (blockSwap n *ᵥ x) := by
  rw [mulVec_mulVec, bdg_anticommutes, neg_mulVec, ← mulVec_mulVec, hx, mulVec_smul, neg_smul]
```

## Sum and difference amplitudes

Written out in rows, the BdG equation is

hu + Dv = Eu,
−Du − hv = Ev.

Subtracting the second row from the first, and then adding the two, gives

(h + D)(u + v) = E(u − v),
(h − D)(u − v) = E(u + v).

Half the sum of these equations restores the first row, and half their difference, the second minus the first, restores the second row. In the proof, `key` extracts the rows, and the `linear_combination` steps carry out these additions and subtractions.

```lean
omit [DecidableEq n] in
/-- The BdG equation for amplitudes `(u, v)` is equivalent to two coupled equations for
the sum `u + v` and the difference `u - v`. -/
theorem bdg_equation_iff (h D : Matrix n n ℝ) (E : ℝ) (u v : n → ℝ) :
    bdg h D *ᵥ Sum.elim u v = E • Sum.elim u v ↔
      (h + D) *ᵥ (u + v) = E • (u - v) ∧ (h - D) *ᵥ (u - v) = E • (u + v) := by
  -- read off the particle and hole rows
  have key : bdg h D *ᵥ Sum.elim u v = E • Sum.elim u v ↔
      (h *ᵥ u + D *ᵥ v = E • u ∧ -(D *ᵥ u) + -(h *ᵥ v) = E • v) := by
    rw [bdg, fromBlocks_mulVec]
    constructor
    · intro H
      constructor
      · ext i
        have := congrFun H (Sum.inl i)
        simpa [neg_mulVec] using this
      · ext i
        have := congrFun H (Sum.inr i)
        simpa [neg_mulVec] using this
    · rintro ⟨h1, h2⟩
      ext (i | i)
      · have := congrFun h1 i
        simpa [neg_mulVec] using this
      · have := congrFun h2 i
        simpa [neg_mulVec] using this
  rw [key]
  simp only [add_mulVec, sub_mulVec, mulVec_add, mulVec_sub]
  -- add and subtract the two rows
  constructor
  · rintro ⟨h1, h2⟩
    constructor
    · linear_combination (norm := module) h1 - h2
    · linear_combination (norm := module) h1 + h2
  · rintro ⟨h1, h2⟩
    constructor
    · linear_combination (norm := module) (1 / 2 : ℝ) • h1 + (1 / 2 : ℝ) • h2
    · linear_combination (norm := module) (1 / 2 : ℝ) • h2 - (1 / 2 : ℝ) • h1
```

Now put φ = u + v and ψ = u − v. The inverse change of variables is

u = (φ + ψ)/2,  v = (φ − ψ)/2,

so (u, v) is nonzero exactly when φ and ψ are not both zero. Hence E is an eigenvalue of H exactly when

(h + D)φ = Eψ,  (h − D)ψ = Eφ

has a solution with φ ≠ 0 or ψ ≠ 0. The proof splits a vector on `n ⊕ n` into its two halves in one direction and reassembles it in the other.

```lean
omit [DecidableEq n] in
/-- `E` is a BdG eigenvalue exactly when the coupled equations `(h + D) φ = E ψ` and
`(h - D) ψ = E φ` have a solution in which `φ` and `ψ` do not both vanish. -/
theorem isEigenvalue_bdg_iff_modes (h D : Matrix n n ℝ) (E : ℝ) :
    IsEigenvalue (bdg h D) E ↔ ∃ φ ψ : n → ℝ, (φ ≠ 0 ∨ ψ ≠ 0) ∧
      (h + D) *ᵥ φ = E • ψ ∧ (h - D) *ᵥ ψ = E • φ := by
  constructor
  · rintro ⟨x, hx, hE⟩
    obtain ⟨u, v, rfl⟩ : ∃ u v : n → ℝ, x = Sum.elim u v :=
      ⟨x ∘ Sum.inl, x ∘ Sum.inr, (Sum.elim_comp_inl_inr x).symm⟩
    obtain ⟨h1, h2⟩ := (bdg_equation_iff h D E u v).1 hE
    refine ⟨u + v, u - v, ?_, h1, h2⟩
    by_contra hc
    simp only [ne_eq, not_or, not_not] at hc
    obtain ⟨hs, hd⟩ := hc
    have hu : u = 0 := by
      linear_combination (norm := module) (1 / 2 : ℝ) • hs + (1 / 2 : ℝ) • hd
    have hv : v = 0 := by
      linear_combination (norm := module) (1 / 2 : ℝ) • hs - (1 / 2 : ℝ) • hd
    apply hx
    rw [hu, hv]
    ext (i | i) <;> rfl
  · rintro ⟨φ, ψ, hne, h1, h2⟩
    -- recover the particle and hole amplitudes
    have hs : (1 / 2 : ℝ) • (φ + ψ) + (1 / 2 : ℝ) • (φ - ψ) = φ := by module
    have hd : (1 / 2 : ℝ) • (φ + ψ) - (1 / 2 : ℝ) • (φ - ψ) = ψ := by module
    refine ⟨Sum.elim ((1 / 2 : ℝ) • (φ + ψ)) ((1 / 2 : ℝ) • (φ - ψ)), ?_,
      (bdg_equation_iff h D E _ _).2 ?_⟩
    · intro h0
      have hu : (1 / 2 : ℝ) • (φ + ψ) = 0 := by
        ext i
        exact congrFun h0 (Sum.inl i)
      have hv : (1 / 2 : ℝ) • (φ - ψ) = 0 := by
        ext i
        exact congrFun h0 (Sum.inr i)
      rcases hne with hφ | hψ
      · exact hφ (by linear_combination (norm := module) hu + hv)
      · exact hψ (by linear_combination (norm := module) hu - hv)
    · rw [hs, hd]
      exact ⟨h1, h2⟩
```

## Elimination, including zero energy

Write A = h + D. The hypotheses `hh` and `hD` say hᵀ = h and Dᵀ = −D, so Aᵀ = h − D. This is `hT` in the proof.

Start from a solution (φ, ψ) of the coupled equations. If φ ≠ 0, then

AᵀAφ = E Aᵀψ = E²φ,

and φ is the required eigenvector. If φ = 0, then ψ ≠ 0 and Eψ = 0, which forces E = 0. The second equation becomes Aᵀψ = 0, so det Aᵀ = 0 and det(AᵀA) = 0. The product therefore has a nonzero null vector, which is an eigenvector at E² = 0.

Conversely, let AᵀAφ = E²φ with φ ≠ 0. For E ≠ 0, set ψ = Aφ/E. Then

Aφ = Eψ,  Aᵀψ = E²φ/E = Eφ.

For E = 0, the pair (φ, 0) works if Aφ = 0, and (0, Aφ) works otherwise, since Aᵀ(Aφ) = 0. The second alternative never actually arises, because φᵀAᵀAφ = |Aφ|² = 0 gives Aφ = 0, but treating it spares the proof that argument. The two `by_cases` splits on `φ = 0` and `E = 0` follow these cases, with a further split on `(h + D) *ᵥ φ = 0`.

```lean
/-- Class BDI reduction: for `h` real symmetric and `D` real antisymmetric, a real `E` is an
eigenvalue of the BdG matrix if and only if `E ^ 2` is an eigenvalue of `(h + D)ᵀ (h + D)`. -/
theorem bdi_reduction (h D : Matrix n n ℝ) (hh : hᵀ = h) (hD : Dᵀ = -D) (E : ℝ) :
    IsEigenvalue (bdg h D) E ↔ IsEigenvalue ((h + D)ᵀ * (h + D)) (E ^ 2) := by
  have hT : (h + D)ᵀ = h - D := by rw [transpose_add, hh, hD, sub_eq_add_neg]
  rw [isEigenvalue_bdg_iff_modes]
  constructor
  · rintro ⟨φ, ψ, hne, h1, h2⟩
    by_cases hφ : φ = 0
    · -- only `ψ` survives: the energy is zero and `h - D` is singular
      have hψ : ψ ≠ 0 := hne.resolve_left (fun hn => hn hφ)
      rw [hφ, mulVec_zero] at h1
      have hE : E = 0 := (smul_eq_zero.1 h1.symm).resolve_right hψ
      rw [hE, zero_smul] at h2
      have hdet : (h - D).det = 0 := exists_mulVec_eq_zero_iff.1 ⟨ψ, hψ, h2⟩
      have hprod : ((h + D)ᵀ * (h + D)).det = 0 := by
        rw [det_mul, hT, hdet, zero_mul]
      obtain ⟨x, hx, hx0⟩ := exists_mulVec_eq_zero_iff.2 hprod
      refine ⟨x, hx, ?_⟩
      rw [hx0, hE, sq, zero_mul, zero_smul]
    · refine ⟨φ, hφ, ?_⟩
      rw [hT, ← mulVec_mulVec, h1, mulVec_smul, h2, smul_smul, sq]
  · rintro ⟨φ, hφ, he⟩
    rw [hT] at he
    by_cases hE : E = 0
    · rw [hE, sq, zero_mul, zero_smul, ← mulVec_mulVec] at he
      rw [hE]
      by_cases hM : (h + D) *ᵥ φ = 0
      · exact ⟨φ, 0, Or.inl hφ, by rw [hM, smul_zero], by rw [mulVec_zero, zero_smul]⟩
      · exact ⟨0, (h + D) *ᵥ φ, Or.inr hM, by rw [mulVec_zero, zero_smul],
          by rw [he, smul_zero]⟩
    · refine ⟨φ, E⁻¹ • ((h + D) *ᵥ φ), Or.inl hφ, (smul_inv_smul₀ hE _).symm, ?_⟩
      have hc : E⁻¹ * E ^ 2 = E := by field_simp
      rw [mulVec_smul, mulVec_mulVec, he, smul_smul, hc]
```

## Zero modes from one determinant

At E = 0 the reduced problem asks whether AᵀA has a nonzero null vector. Since

det(AᵀA) = (det A)²,

this happens exactly when det(h + D) = 0. The Lean proof combines this identity with the equivalence between a vanishing determinant and a nonzero null vector.

```lean
/-- For `h` real symmetric and `D` real antisymmetric, the BdG matrix has a zero mode
if and only if `det (h + D) = 0`. -/
theorem zero_mode_iff (h D : Matrix n n ℝ) (hh : hᵀ = h) (hD : Dᵀ = -D) :
    IsEigenvalue (bdg h D) 0 ↔ (h + D).det = 0 := by
  have key := exists_mulVec_eq_zero_iff (M := (h + D)ᵀ * (h + D))
  rw [det_mul, det_transpose, mul_self_eq_zero] at key
  rw [bdi_reduction h D hh hD, ← key]
  simp only [IsEigenvalue, ne_eq, OfNat.ofNat_ne_zero, not_false_eq_true, zero_pow, zero_smul]
```

For an open two-site Kitaev chain with chemical potential μ, hopping t and pairing Δ, take

h = [[−μ, −t], [−t, −μ]],  D = [[0, Δ], [−Δ, 0]].

Then

det(h + D) = μ² − (−t + Δ)(−t − Δ) = μ² − (t² − Δ²),

so a zero mode exists exactly when μ² = t² − Δ². At t = Δ this means μ = 0; for |Δ| > |t| no real μ gives one. The condition locates zero-energy levels of two sites and does not by itself identify a topological phase of a long chain. In the proof, `hh` and `hD` check the symmetries entry by entry, and `hdet` computes the determinant.

```lean
/-- The two-site Kitaev chain with chemical potential `μ`, hopping `t` and pairing `Δ`
has a zero mode if and only if `μ ^ 2 = t ^ 2 - Δ ^ 2`. -/
theorem two_site_kitaev_zero_mode (μ t Δ : ℝ) :
    IsEigenvalue (bdg !![-μ, -t; -t, -μ] !![0, Δ; -Δ, 0]) 0 ↔ μ ^ 2 = t ^ 2 - Δ ^ 2 := by
  have hh : (!![-μ, -t; -t, -μ] : Matrix (Fin 2) (Fin 2) ℝ)ᵀ = !![-μ, -t; -t, -μ] := by
    ext i j
    fin_cases i <;> fin_cases j <;> simp
  have hD : (!![0, Δ; -Δ, 0] : Matrix (Fin 2) (Fin 2) ℝ)ᵀ = -!![0, Δ; -Δ, 0] := by
    ext i j
    fin_cases i <;> fin_cases j <;> simp
  have hdet : (!![-μ, -t; -t, -μ] + !![0, Δ; -Δ, 0] : Matrix (Fin 2) (Fin 2) ℝ).det
      = μ ^ 2 - (t ^ 2 - Δ ^ 2) := by
    simp [det_fin_two]
    ring
  rw [zero_mode_iff _ _ hh hD, hdet, sub_eq_zero]

end BdGChiralReduction
```

```lean
#print axioms BdGChiralReduction.chiral_partner
-- 'BdGChiralReduction.chiral_partner' depends on axioms: [propext, Classical.choice, Quot.sound]
#print axioms BdGChiralReduction.bdi_reduction
-- 'BdGChiralReduction.bdi_reduction' depends on axioms: [propext, Classical.choice, Quot.sound]
#print axioms BdGChiralReduction.two_site_kitaev_zero_mode
-- 'BdGChiralReduction.two_site_kitaev_zero_mode' depends on axioms: [propext, Classical.choice, Quot.sound]
```
